# Velocity Verlet keeps the energy of a harmonic oscillator within fixed bounds when $|hw|<2$

A claim that the energy does not drift needs a definite trajectory and a definite meaning of "drift". Here the trajectory is what the integrator produces: the half-kick, drift, half-kick map is written down for an arbitrary force, specialised to a spring, and applied $n$ times. The energy is the true one, $E=(p^2+w^2q^2)/2$, evaluated at the computed position and momentum. No drift means that $E$ stays between two multiples of its initial value that do not depend on $n$.

The mass is one, $w$ is the angular frequency and $h$ the time step. All quantities are real numbers, so rounding error is absent from the model.

```lean
import Mathlib

namespace VerletEnergyBounds

noncomputable section
```

The first line loads Mathlib, the mathematical library of Lean. The namespace is a common prefix for the names that follow.

## The integrator and the oscillator

```lean
/-- One velocity Verlet step of size `h` for a particle of unit mass in the force field `F`:
half kick, drift, half kick. The state is the pair (position, momentum). -/
def verletStep (F : ℝ → ℝ) (h : ℝ) (x : ℝ × ℝ) : ℝ × ℝ :=
  (x.1 + h * (x.2 + h / 2 * F x.1),
    x.2 + h / 2 * F x.1 + h / 2 * F (x.1 + h * (x.2 + h / 2 * F x.1)))
```

The state `x : ℝ × ℝ` is a pair of real numbers, with position `x.1` $=q$ and momentum `x.2` $=p$. The force `F : ℝ → ℝ` is any function of position. The definition returns the new pair $(q',p')$, which in ordinary notation is

$$p_{1/2}=p+\tfrac h2F(q),\qquad q'=q+h\,p_{1/2},\qquad p'=p_{1/2}+\tfrac h2F(q').$$

In a molecular dynamics code these are three updates of arrays. For masses other than one, a code that stores momenta divides by the mass in the drift, and a code that stores velocities divides by it in the kicks. The force $F(q')$ is computed between the drift and the second kick, and is kept for the first kick of the next step, so each step costs one new force evaluation. The definition writes the force out each time, which gives the same numbers.

```lean
/-- The harmonic restoring force `-w² q` on a unit mass. -/
def springForce (w q : ℝ) : ℝ := -(w ^ 2 * q)
```

This is Hooke's law, $F(q)=-w^2q$. It takes two arguments, so `springForce w` alone is a function of position and can be handed to `verletStep`.

```lean
/-- The state of the oscillator after `n` velocity Verlet steps from the state `x`. -/
def orbit (h w : ℝ) (x : ℝ × ℝ) : ℕ → ℝ × ℝ
  | 0 => x
  | n + 1 => verletStep (springForce w) h (orbit h w x n)
```

The orbit is defined by recursion: after zero steps the state is `x`, and after $n+1$ steps it is one Verlet step applied to the state after $n$ steps. Below, $(q_n,p_n)$ stands for `orbit h w x n`.

```lean
/-- The true oscillator energy `(p² + w² q²) / 2`. -/
def energy (w : ℝ) (x : ℝ × ℝ) : ℝ := (x.2 ^ 2 + w ^ 2 * x.1 ^ 2) / 2
```

This is the exact oscillator energy. I write $E_n$ for its value at $(q_n,p_n)$, so $E_0$ is `energy w x`.

```lean
/-- The factor `s = 1 - h² w² / 4`. -/
def shadowFactor (h w : ℝ) : ℝ := 1 - h ^ 2 * w ^ 2 / 4
```

The factor is $s=1-h^2w^2/4$. Its name refers to a shadow Hamiltonian, a modified energy that the integrator conserves. The next theorem shows where it comes from.

## The energy error depends only on the two end points

```lean
/-- The energy error after `n` steps is `h² w⁴ / 8` times the change of the squared position. -/
theorem energy_error (h w : ℝ) (x : ℝ × ℝ) (n : ℕ) :
    energy w (orbit h w x n) - energy w x
      = h ^ 2 * w ^ 4 / 8 * ((orbit h w x n).1 ^ 2 - x.1 ^ 2) := by
  -- the identity for a single step
  have step : ∀ y : ℝ × ℝ, energy w (verletStep (springForce w) h y) - energy w y
      = h ^ 2 * w ^ 4 / 8 * ((verletStep (springForce w) h y).1 ^ 2 - y.1 ^ 2) := by
    intro y
    simp only [energy, verletStep, springForce]
    ring
  -- the errors telescope
  induction n with
  | zero => simp [orbit]
  | succ n ih =>
    have hn := step (orbit h w x n)
    simp only [orbit]
    linear_combination hn + ih
```

A theorem in Lean has its hypotheses and variables before the colon, the claim after it, and the proof after `:= by`. This one says, for all real $h$ and $w$ and every $n$,

$$E_n-E_0=\frac{h^2w^4}{8}\,(q_n^2-q_0^2).$$

To derive it by hand, take one step from $(q,p)$ to $(q',p')$ and set $c=hw^2/2$. The two kicks give $p=p_{1/2}+cq$ and $p'=p_{1/2}-cq'$, so

$$p'^2-p^2=-2c\,p_{1/2}(q'+q)+c^2(q'^2-q^2).$$

The drift gives $h\,p_{1/2}=q'-q$, hence $2c\,p_{1/2}=w^2(q'-q)$, and the first term on the right is $-w^2(q'^2-q^2)$. It cancels the change in potential energy, and what remains is

$$E'-E=\frac{c^2}{2}(q'^2-q^2)=\frac{h^2w^4}{8}(q'^2-q^2).$$

Summed over $n$ steps, the right-hand side telescopes.

In the proof, `step` is the one-step identity. The definitions are unfolded and `ring`, which proves polynomial identities, does the algebra. The telescoping is an induction on $n$, where `linear_combination hn + ih` adds the identity for the latest step to the one for the first $n$ steps.

Rearranged, the theorem says that

$$E-\frac{h^2w^4}{8}q^2=\frac{p^2+s\,w^2q^2}{2}$$

has the same value at every step. This is the shadow energy. It has the form of the energy of an oscillator whose spring constant is multiplied by $s$, but the computed motion is not that oscillator's: for $0<|hw|<2$, the Verlet step is the exact flow, over a time $h$, of a constant multiple of this expression, with a factor greater than one.

```lean
/-- The position term in the energy error lies between zero and `h² w² / 4` times the energy. -/
theorem position_term_bounds (h w : ℝ) (x : ℝ × ℝ) :
    0 ≤ h ^ 2 * w ^ 4 / 8 * x.1 ^ 2 ∧
      h ^ 2 * w ^ 4 / 8 * x.1 ^ 2 ≤ h ^ 2 * w ^ 2 / 4 * energy w x := by
  refine ⟨by positivity, ?_⟩
  have hp : 0 ≤ h ^ 2 * w ^ 2 / 8 * x.2 ^ 2 := by positivity
  have e : h ^ 2 * w ^ 2 / 4 * energy w x
      = h ^ 2 * w ^ 4 / 8 * x.1 ^ 2 + h ^ 2 * w ^ 2 / 8 * x.2 ^ 2 := by
    simp only [energy]
    ring
  linarith
```

The symbol `∧` means "and". The two claims are

$$0\le\frac{h^2w^4}{8}q^2\le\frac{h^2w^2}{4}E=(1-s)E.$$

The first holds because every factor is a square or an even power, which `positivity` recognises. For the second, multiply out the right-hand side: it is the middle term plus $h^2w^2p^2/8$, which is not negative. These two facts are `e` and `hp`, and `linarith`, which handles linear inequalities, combines them.

## Bounds that hold for any number of steps

```lean
/-- For `|h w| < 2` the true energy along a velocity Verlet orbit of the oscillator stays
between `s E(0)` and `E(0) / s` for any number of steps, where `s = 1 - h² w² / 4`. -/
theorem energy_bounds {h w : ℝ} (hw : |h * w| < 2) (x : ℝ × ℝ) (n : ℕ) :
    shadowFactor h w * energy w x ≤ energy w (orbit h w x n) ∧
      energy w (orbit h w x n) ≤ energy w x / shadowFactor h w := by
  have hs : 0 < shadowFactor h w := by
    obtain ⟨h1, h2⟩ := abs_lt.mp hw
    have h3 : 0 < (2 - h * w) * (2 + h * w) := mul_pos (by linarith) (by linarith)
    simp only [shadowFactor]
    nlinarith
  have err := energy_error h w x n
  obtain ⟨a0, a1⟩ := position_term_bounds h w x
  obtain ⟨b0, b1⟩ := position_term_bounds h w (orbit h w x n)
  constructor
  · simp only [shadowFactor]
    linarith
  · rw [le_div_iff₀ hs]
    simp only [shadowFactor]
    linarith
```

The hypothesis `hw : |h * w| < 2` is the stability condition of the integrator for this oscillator: more than $\pi$ time steps per period. Under it, for every initial state and every $n$,

$$s\,E_0\le E_n\le \frac{E_0}{s}.$$

Conservation of the shadow energy and the bounds on the position term give both halves:

$$E_n\ge E_n-\frac{h^2w^4}{8}q_n^2=E_0-\frac{h^2w^4}{8}q_0^2\ge E_0-(1-s)E_0=sE_0,$$

$$sE_n=E_n-(1-s)E_n\le E_n-\frac{h^2w^4}{8}q_n^2=E_0-\frac{h^2w^4}{8}q_0^2\le E_0.$$

Division of the last line by $s$ needs $s>0$, and this is where $|hw|<2$ enters. The proof obtains `hs` from $(2-hw)(2+hw)>0$. It then collects the error identity and the position bounds at times $0$ and $n$, and `linarith` closes each half. The lemma `le_div_iff₀` turns $E_n\le E_0/s$ into $E_ns\le E_0$.

For a single harmonic mode this gives a concrete reading of the total energy in a simulation log, once the potential energy at the minimum has been subtracted. With $hw=0.2$, about 31 steps per period, $s=0.99$, and the energy stays within about one per cent of its initial value however long the run.

The argument uses the linearity of the force when the kicks are combined. It therefore says nothing about anharmonic force fields.

```lean
/-- For `|h w| ≤ 1` the energy error is at most `h² w² / 3` times the initial energy,
for any number of steps. -/
theorem energy_error_second_order {h w : ℝ} (hw : |h * w| ≤ 1) (x : ℝ × ℝ) (n : ℕ) :
    |energy w (orbit h w x n) - energy w x| ≤ h ^ 2 * w ^ 2 / 3 * energy w x := by
  have ha : h ^ 2 * w ^ 2 ≤ 1 := by
    obtain ⟨h1, h2⟩ := abs_le.mp hw
    have h3 : 0 ≤ (1 - h * w) * (1 + h * w) := mul_nonneg (by linarith) (by linarith)
    nlinarith
  have ha0 : 0 ≤ h ^ 2 * w ^ 2 := by positivity
  have hE0 : 0 ≤ energy w x := by unfold energy; positivity
  have hEn : 0 ≤ energy w (orbit h w x n) := by unfold energy; positivity
  have err := energy_error h w x n
  obtain ⟨a0, a1⟩ := position_term_bounds h w x
  obtain ⟨b0, b1⟩ := position_term_bounds h w (orbit h w x n)
  -- a crude bound on the energy, fed back into the error identity
  have h4 := mul_le_mul_of_nonneg_right ha hEn
  have crude : energy w (orbit h w x n) ≤ 4 / 3 * energy w x := by linarith
  have h5 := mul_le_mul_of_nonneg_left crude ha0
  have h6 := mul_nonneg ha0 hE0
  rw [abs_le]
  constructor <;> linarith
```

For $|hw|\le1$ the bounds take the form of a relative error that is quadratic in the time step:

$$|E_n-E_0|\le\frac{h^2w^2}{3}E_0.$$

Downwards, the error identity gives $E_n-E_0\ge-\frac{h^2w^2}{4}E_0$, which is already enough. Upwards it gives $E_n-E_0\le\frac{h^2w^2}{4}E_n$, with the unknown $E_n$ on the right. Since $h^2w^2\le1$, this implies $E_n\le\frac43E_0$, the step called `crude`. Inserted back, it turns the factor $\frac14$ into $\frac13$.

## Many independent modes

```lean
/-- For independent oscillators with frequencies at most `W` in magnitude and `|h W| < 2`,
the total energy stays between `s E(0)` and `E(0) / s`, where `s = 1 - h² W² / 4`. -/
theorem total_energy_bounds {ι : Type*} [Fintype ι] {h W : ℝ} {w : ι → ℝ}
    (hW : |h * W| < 2) (hw : ∀ i, |w i| ≤ W) (x : ι → ℝ × ℝ) (n : ℕ) :
    shadowFactor h W * ∑ i, energy (w i) (x i) ≤ ∑ i, energy (w i) (orbit h (w i) (x i) n) ∧
      ∑ i, energy (w i) (orbit h (w i) (x i) n)
        ≤ (∑ i, energy (w i) (x i)) / shadowFactor h W := by
  have hs : 0 < shadowFactor h W := by
    obtain ⟨h1, h2⟩ := abs_lt.mp hW
    have h3 : 0 < (2 - h * W) * (2 + h * W) := mul_pos (by linarith) (by linarith)
    simp only [shadowFactor]
    nlinarith
  -- each mode obeys the bounds with the common factor
  have mode : ∀ i, shadowFactor h W * energy (w i) (x i)
        ≤ energy (w i) (orbit h (w i) (x i) n) ∧
      shadowFactor h W * energy (w i) (orbit h (w i) (x i) n) ≤ energy (w i) (x i) := by
    intro i
    obtain ⟨l, u⟩ := abs_le.mp (hw i)
    have hsq : w i ^ 2 ≤ W ^ 2 := by nlinarith
    have hf := mul_le_mul_of_nonneg_left hsq (sq_nonneg h)
    have hle : shadowFactor h W ≤ shadowFactor h (w i) := by
      simp only [shadowFactor]
      linarith
    have hi : |h * w i| < 2 := by
      have h1 := mul_le_mul_of_nonneg_left ((hw i).trans (le_abs_self W)) (abs_nonneg h)
      rw [← abs_mul, ← abs_mul] at h1
      exact h1.trans_lt hW
    have hE0 : 0 ≤ energy (w i) (x i) := by unfold energy; positivity
    have hEn : 0 ≤ energy (w i) (orbit h (w i) (x i) n) := by unfold energy; positivity
    obtain ⟨lo, up⟩ := energy_bounds hi (x i) n
    rw [le_div_iff₀ (hs.trans_le hle)] at up
    have h2 := mul_le_mul_of_nonneg_right hle hE0
    have h3 := mul_le_mul_of_nonneg_right hle hEn
    constructor <;> linarith
  constructor
  · rw [Finset.mul_sum]
    exact Finset.sum_le_sum fun i _ => (mode i).1
  · rw [le_div_iff₀ hs, mul_comm, Finset.mul_sum]
    exact Finset.sum_le_sum fun i _ => (mode i).2
```

The type `ι` is a finite set of labels for the modes, `w i` is the frequency of mode $i$ and `x i` its initial state. All modes share the time step $h$, and `hw` says that $|w_i|\le W$ for each of them. The total energy then obeys the same bounds, with $s=1-h^2W^2/4$ taken at the frequency $W$.

By hand, write $s_i$ for the factor of mode $i$ and $E_{i,n}$ for its energy after $n$ steps. From $w_i^2\le W^2$ follows $s\le s_i$, and energies are not negative, so the bounds for one mode give

$$sE_{i,0}\le s_iE_{i,0}\le E_{i,n},\qquad sE_{i,n}\le s_iE_{i,n}\le E_{i,0}.$$

This is the statement `mode`. Summation over $i$, done by `Finset.sum_le_sum`, gives the result.

The physical case is a molecule or crystal in the harmonic approximation, described in its normal coordinates. The theorem starts from modes that are already decoupled. The fastest vibration limits the time step; in most organic molecules it is the stretching of a bond to hydrogen.

## How sharp the bounds are

```lean
/-- For `(h w)² = 2` one step from `q = 0` multiplies the energy by exactly `1 / s`, and one
step from `p = 0` multiplies it by exactly `s`, where `s = 1 - h² w² / 4`. -/
theorem energy_bounds_attained {h w : ℝ} (hw : (h * w) ^ 2 = 2) (q p : ℝ) :
    energy w (orbit h w (0, p) 1) = energy w (0, p) / shadowFactor h w ∧
      energy w (orbit h w (q, 0) 1) = shadowFactor h w * energy w (q, 0) := by
  have ha : h ^ 2 * w ^ 2 = 2 := by rw [← mul_pow]; exact hw
  have hs : shadowFactor h w = 1 / 2 := by
    simp only [shadowFactor]
    linarith
  have h1 : ∀ x, orbit h w x 1 = verletStep (springForce w) h x := fun _ => rfl
  rw [hs, h1, h1]
  simp only [energy, verletStep, springForce]
  constructor
  · linear_combination (h ^ 2 * w ^ 2 + 2) * p ^ 2 / 8 * ha
  · linear_combination w ^ 2 * q ^ 2 / 2 *
      ((h ^ 2 * w ^ 2) ^ 2 / 16 - h ^ 2 * w ^ 2 / 8 - 1 / 4) * ha
```

At $(hw)^2=2$ the factor is $s=\frac12$, and one step is enough to reach either bound. From $(0,p)$ the step leads to $(hp,0)$, with energy $w^2h^2p^2/2=p^2$, twice the initial $p^2/2$. From $(q,0)$ it leads to $(0,-hw^2q/2)$, with energy $h^2w^4q^2/8=w^2q^2/4$, half the initial $w^2q^2/2$. So neither constant can be improved at this step size. In the proof, `linear_combination` is given the multiple of $h^2w^2=2$ that accounts for the difference between the two sides.

```lean
/-- At `h w = 2` the energy of the orbit started at `q = 0` with momentum `p` is
`(1 + 4 n²)` times its initial value after `n` steps. -/
theorem energy_drift_at_threshold {h w : ℝ} (hw : h * w = 2) (p : ℝ) (n : ℕ) :
    energy w (orbit h w (0, p) n) = (1 + 4 * (n : ℝ) ^ 2) * energy w (0, p) := by
  have ha : h ^ 2 * w ^ 2 = 4 := by rw [← mul_pow, hw]; norm_num
  -- closed form of the orbit: alternating signs and a linearly growing position
  have closed : (orbit h w (0, p) n).1 = (-1) ^ n * (-((n : ℝ) * h * p)) ∧
      (orbit h w (0, p) n).2 = (-1) ^ n * p := by
    induction n with
    | zero => simp [orbit]
    | succ n ih =>
      obtain ⟨hq, hp⟩ := ih
      simp only [orbit, verletStep, springForce]
      rw [hq, hp]
      push_cast
      constructor
      · linear_combination (-1 / 2) * ((-1) ^ n * (-((n : ℝ) * h * p))) * ha
      · linear_combination (-1 / 2) * ((-1) ^ n * p
          - h * w ^ 2 / 2 * ((-1) ^ n * (-((n : ℝ) * h * p)))) * ha
  have he : ((-1 : ℝ) ^ n) ^ 2 = 1 := by
    rw [← pow_mul, mul_comm, pow_mul]
    norm_num
  simp only [energy]
  rw [closed.1, closed.2]
  linear_combination p ^ 2 * (1 + (n : ℝ) ^ 2 * (h ^ 2 * w ^ 2)) / 2 * he
    + (n : ℝ) ^ 2 * p ^ 2 / 2 * ha

end

end VerletEnergyBounds
```

At $hw=2$, where $s=0$, the orbit from $(0,p)$ is

$$q_n=(-1)^{n+1}\,n\,h\,p,\qquad p_n=(-1)^n\,p.$$

This is the statement `closed`, proved by induction. With $h^2w^2=4$ the drift reads $q_{n+1}=-q_n+hp_n$, and the two kicks together give

$$p_{n+1}=p_n-\frac{hw^2}{2}(q_n+q_{n+1})=p_n-\frac{h^2w^2}{2}p_n=-p_n.$$

The energy is therefore

$$E_n=\frac{p^2+w^2n^2h^2p^2}{2}=(1+4n^2)E_0.$$

For $p\ne0$ it grows without limit, so no upper bound $E_n\le CE_0$ with $C$ independent of $n$ survives if $|hw|<2$ is relaxed to $|hw|\le2$. The notation `(n : ℝ)` tells Lean to treat the step count as a real number.

## The same argument for drift, kick, drift

The other common ordering, position Verlet, makes half a drift, a full kick and half a drift. With the roles of position and momentum exchanged, the calculation by hand gives

$$E_n-E_0=\frac{h^2w^2}{8}(p_n^2-p_0^2).$$

The term $h^2w^2p^2/8$ again lies between $0$ and $(1-s)E$, so the same bounds $sE_0\le E_n\le E_0/s$ follow for $|hw|<2$. This variant is a pencil derivation only; the Lean code above treats the kick, drift, kick ordering.

```lean
#print axioms VerletEnergyBounds.energy_bounds
-- 'VerletEnergyBounds.energy_bounds' depends on axioms: [propext, Classical.choice, Quot.sound]
#print axioms VerletEnergyBounds.total_energy_bounds
-- 'VerletEnergyBounds.total_energy_bounds' depends on axioms: [propext, Classical.choice, Quot.sound]
#print axioms VerletEnergyBounds.energy_bounds_attained
-- 'VerletEnergyBounds.energy_bounds_attained' depends on axioms: [propext, Classical.choice, Quot.sound]
#print axioms VerletEnergyBounds.energy_drift_at_threshold
-- 'VerletEnergyBounds.energy_drift_at_threshold' depends on axioms: [propext, Classical.choice, Quot.sound]
```
